# The trace of a Hermitian matrix squared is the sum of its squared eigenvalues

For an observable on a finite-dimensional state space, given as a complex Hermitian matrix `H`, the declaration states that the trace of `H * H` equals the sum of the squares of the eigenvalues, each counted with its multiplicity. The trace is the plain sum of diagonal entries, not divided by the dimension, and the real sum on the right is read as a complex number. The attempt takes a unitary `U` whose columns are eigenvectors, so that `H * U` is `U` times the diagonal matrix of eigenvalues. It then conjugates `H * H` by `U`, which leaves the trace unchanged, and reads the trace off the diagonal.

Lean 4 with Mathlib refuses this proof:

```lean
import Mathlib

open Matrix
open scoped Kronecker

namespace TraceSqEqSum

noncomputable section

/-- For a Hermitian matrix the trace of the square is the sum of the squared eigenvalues. -/
theorem trace_sq_eq_sum {n : Type*} [Fintype n] [DecidableEq n] {H : Matrix n n ℂ}
    (hH : H.IsHermitian) : trace (H * H) = ((∑ i, hH.eigenvalues i ^ 2 : ℝ) : ℂ) := by
  obtain ⟨U, hU, hU', hHU⟩ : ∃ U : Matrix n n ℂ, U * star U = 1 ∧ star U * U = 1 ∧
      H * U = U * diagonal (fun i => (hH.eigenvalues i : ℂ)) := by
    refine ⟨hH.eigenvectorUnitary, mem_unitaryGroup_iff.1 hH.eigenvectorUnitary.2,
      mem_unitaryGroup_iff'.1 hH.eigenvectorUnitary.2, ?_⟩
    ext i j
    have h := congrFun (hH.mulVec_eigenvectorBasis j) i
    simpa [Matrix.mul_apply, mul_diagonal, mulVec, dotProduct, mul_comm,
      IsHermitian.eigenvectorUnitary_apply] using h
  -- pass to the eigenbasis under the trace
  have hD : star U * (H * H) * U = diagonal (fun i => (hH.eigenvalues i : ℂ)) *
      diagonal (fun i => (hH.eigenvalues i : ℂ)) := by
    rw [mul_assoc, mul_assoc H H U, hHU, ← mul_assoc H U, hHU, mul_assoc U,
      ← mul_assoc (star U), hU', one_mul]
  calc trace (H * H) = trace (star U * (H * H) * U) := by
        rw [trace_mul_comm, ← mul_assoc, hU, one_mul]
    _ = _ := by
        rw [hD, diagonal_mul_diagonal, trace_diagonal]
        push_cast
        exact Finset.sum_congr rfl fun i _ => (sq _).symm

end

end TraceSqEqSum
```

The error:

```
Main.lean:19:4: error: Type mismatch: After simplification, term
  h
 has type
  ∑ x, H i x * (hH.eigenvectorBasis j).ofLp x = ↑(hH.eigenvalues j) * (hH.eigenvectorBasis j).ofLp i
but is expected to have type
  ∑ j_1, H i j_1 * (hH.eigenvectorBasis j).ofLp j_1 =
    ∑ j_1, (hH.eigenvectorBasis j_1).ofLp i * diagonal (fun i => ↑(hH.eigenvalues i)) j_1 j
Main.lean:27:41: error: Tactic `rewrite` failed: Did not find an occurrence of the pattern
  U * star U
in the target expression
  (H * H).trace = (star U * H * H * U).trace

n : Type u_1
inst✝¹ : Fintype n
inst✝ : DecidableEq n
H : Matrix n n ℂ
hH : H.IsHermitian
U : Matrix n n ℂ
hU : U * star U = 1
hU' : star U * U = 1
hHU : H * U = U * diagonal fun i => ↑(hH.eigenvalues i)
hD : star U * (H * H) * U = (diagonal fun i => ↑(hH.eigenvalues i)) * diagonal fun i => ↑(hH.eigenvalues i)
⊢ (H * H).trace = (star U * H * H * U).trace
```

The mended proof, as a diff:

```diff
@@ -17,5 +17,6 @@
     ext i j
     have h := congrFun (hH.mulVec_eigenvectorBasis j) i
-    simpa [Matrix.mul_apply, mul_diagonal, mulVec, dotProduct, mul_comm,
+    rw [mul_diagonal]
+    simpa [Matrix.mul_apply, mulVec, dotProduct, mul_comm,
       IsHermitian.eigenvectorUnitary_apply] using h
   -- pass to the eigenbasis under the trace
@@ -24,10 +25,9 @@
     rw [mul_assoc, mul_assoc H H U, hHU, ← mul_assoc H U, hHU, mul_assoc U,
       ← mul_assoc (star U), hU', one_mul]
-  calc trace (H * H) = trace (star U * (H * H) * U) := by
-        rw [trace_mul_comm, ← mul_assoc, hU, one_mul]
-    _ = _ := by
-        rw [hD, diagonal_mul_diagonal, trace_diagonal]
-        push_cast
-        exact Finset.sum_congr rfl fun i _ => (sq _).symm
+  have ht : trace (star U * (H * H) * U) = trace (H * H) := by
+    rw [trace_mul_comm (star U * (H * H)) U, ← mul_assoc U (star U), hU, one_mul]
+  rw [← ht, hD, diagonal_mul_diagonal, trace_diagonal]
+  push_cast
+  exact Finset.sum_congr rfl fun i _ => (sq _).symm
 
 end
```

Diagnosis. The first message shows a sum over `j_1` with a `diagonal` entry still inside, where `h` has a single product. Both `Matrix.mul_apply` and `mul_diagonal` fit an entry of `U * diagonal …`; `simpa` expanded it with the first, after which the second no longer applied. Running `rw [mul_diagonal]` beforehand turns that entry into one product, which then matches `h`.

In the second, `trace_mul_comm` was given no arguments and took the first trace it met, `trace (H * H)`, where swapping the factors changes nothing. `← mul_assoc` then only regrouped `star U * (H * H)`, so `U` and `star U` stayed at opposite ends and `hU` found no `U * star U`. The repair names the factors, `star U * (H * H)` and `U`, so that `U` moves to the front, and `← mul_assoc U (star U)` groups it with `star U`, as `hU` needs.

Replacing the `calc` block by `ht` and a chain of rewrites is mere tidying; the closing steps are the same.
